# For a positive definite Fock coupling matrix, the semicanonical energy is never below the sign-averaged coupled energy

Neglecting the off-diagonal Fock couplings between local amplitudes gives a correlation energy that is at least as high as the coupled energy averaged over independent, uniform signs of the sources. This holds whenever the coupling matrix is real and positive definite. If all sources are nonzero, the two energies agree only for a diagonal matrix; otherwise the semicanonical energy underbinds on average. For local triples corrections, this describes the bias from dropping Fock couplings in a finite model with a quadratic energy and random source signs, not the error for a particular molecule.

## Amplitudes, sources and signs

Let $i,j$ label finitely many real amplitudes, $n$ in number, in an orthonormal basis. The matrix $A$ holds the energy denominators on its diagonal and the Fock couplings off it. Each denominator is the sum of the diagonal Fock elements of the virtual orbitals involved, minus that of the occupied ones. Positive definiteness is assumed; physically it stands for a gap between occupied and virtual orbital energies. In Lean, `A.PosDef` includes the symmetry of $A$. The vector $v$ contains the sources that drive the amplitudes. For doubles in second-order perturbation theory these are integrals; for triples they are contractions of integrals with doubles amplitudes, and the energy terms with singles amplitudes are left out of the model.

```lean
import Mathlib

open Matrix

namespace LocalFockCoupling

noncomputable section

variable {ι : Type*} [Fintype ι]
```

For amplitudes $t$, the Hylleraas functional is
$$H(t)=t\cdot At+2\,t\cdot v .$$
In the code, `⬝ᵥ` is the dot product and `*ᵥ` applies a matrix to a vector.

```lean
/-- The Hylleraas functional of amplitudes `t` with Fock couplings `A` and sources `v`. -/
def hylleraas (A : Matrix ι ι ℝ) (v t : ι → ℝ) : ℝ :=
  t ⬝ᵥ A *ᵥ t + 2 * (t ⬝ᵥ v)
```

With all couplings kept, the energy is $E_c(v)=-\sum_{ij}v_i(A^{-1})_{ij}v_j$.

```lean
variable [DecidableEq ι]

/-- The correlation energy with all Fock couplings kept, for invertible `A`. -/
def coupledEnergy (A : Matrix ι ι ℝ) (v : ι → ℝ) : ℝ :=
  -∑ i, ∑ j, v i * A⁻¹ i j * v j
```

The semicanonical energy $E_s(v)$ is the same expression with $A$ replaced by its diagonal part.

```lean
/-- The semicanonical energy: the off-diagonal Fock couplings are neglected. The definition is meant
for matrices `A` with nonzero diagonal entries. -/
def semicanonicalEnergy (A : Matrix ι ι ℝ) (v : ι → ℝ) : ℝ :=
  coupledEnergy (diagonal fun i => A i i) v
```

A sign pattern $s$ assigns $s_i=\pm1$ to each amplitude. Lean stores it as a function to `Bool`, which `sgn` turns into numbers.

```lean
/-- The sign `+1` or `-1` encoded by a bit. -/
def sgn (b : Bool) : ℝ := if b then 1 else -1
```

The average $\langle E\rangle$ is the sum of $E(s_1v_1,\dots,s_nv_n)$ over all patterns, divided by $2^n$. The signs change while $A$ stays fixed. This is therefore not a change of orbital phases, which would transform $A$ as well and leave the energy unchanged. Independent signs model sources whose relative signs are uncorrelated.

```lean
/-- The average of an energy `E` over independent uniform signs of the sources. -/
def signAverage (E : (ι → ℝ) → ℝ) (v : ι → ℝ) : ℝ :=
  (∑ s : ι → Bool, E (fun i => sgn (s i) * v i)) / 2 ^ Fintype.card ι
```

## (a) Completing the square

**Task.** Let $A$ be positive definite and $Ax=v$. Show that
$$H(t)=-x\cdot v+(t+x)\cdot A(t+x).$$

**Solution.** Expand the last term:
$$(t+x)\cdot A(t+x)=t\cdot At+t\cdot Ax+x\cdot At+x\cdot Ax .$$
Here $t\cdot Ax=t\cdot v$ and $x\cdot Ax=x\cdot v$. By symmetry, $x\cdot At=(Ax)\cdot t=t\cdot v$. The sum is $H(t)+x\cdot v$, as required.

In the proof, `hT` is the symmetry of $A$ and `hs` the mixed term; `ring` collects the result.

```lean
omit [DecidableEq ι] in
/-- Completing the square: if `x` solves `A x = v` with `A` positive definite, the Hylleraas
functional is `-x·v` plus the quadratic form of `A` at `t + x`. -/
theorem hylleraas_eq {A : Matrix ι ι ℝ} (hA : A.PosDef) {v x : ι → ℝ}
    (hx : A *ᵥ x = v) (t : ι → ℝ) :
    hylleraas A v t = -(x ⬝ᵥ v) + (t + x) ⬝ᵥ A *ᵥ (t + x) := by
  have hT : Aᵀ = A := by
    rw [← conjTranspose_eq_transpose_of_trivial]
    exact hA.isHermitian
  have hs : x ⬝ᵥ A *ᵥ t = t ⬝ᵥ v := by
    rw [dotProduct_mulVec, ← mulVec_transpose, hT, hx, dotProduct_comm]
  rw [mulVec_add, add_dotProduct, dotProduct_add, dotProduct_add, hx, hs]
  unfold hylleraas
  ring
```

## (b) The sign of the quadratic form

**Task.** For positive definite $A$ and any vector $x$, show that
$$x\cdot Ax\ge0,\qquad x\cdot Ax=0\ \Rightarrow\ x=0 .$$

**Solution.** For $x=0$ both statements are immediate. For $x\neq0$, positive definiteness gives $x\cdot Ax>0$, so the form cannot vanish. The Lean proof makes the same case distinction.

```lean
omit [DecidableEq ι] in
/-- The quadratic form of a positive definite `A` is nonnegative, and zero only at zero. -/
theorem quadForm_nonneg {A : Matrix ι ι ℝ} (hA : A.PosDef) (x : ι → ℝ) :
    0 ≤ x ⬝ᵥ A *ᵥ x ∧ (x ⬝ᵥ A *ᵥ x = 0 → x = 0) := by
  by_cases hx : x = 0
  · simp [hx]
  · have h : 0 < x ⬝ᵥ A *ᵥ x := by
      simpa only [star_trivial] using hA.dotProduct_mulVec_pos hx
    exact ⟨h.le, fun h0 => absurd h0 h.ne'⟩
```

## (c) The coupled energy as a minimum

**Task.** For positive definite $A$, show that
$$E_c(v)=\min_t H(t).$$

**Solution.** Since $\det A>0$, the vector $x=A^{-1}v$ exists, and $-x\cdot v=E_c(v)$. Part (a) gives
$$H(t)=E_c(v)+(t+x)\cdot A(t+x).$$
By (b) the last term is nonnegative, and it vanishes at $t=-x$.

`IsLeast` states that the energy is a value of the functional and a lower bound for all its values. The two bullets prove these in that order.

```lean
/-- For positive definite `A` the coupled energy is the minimum of the Hylleraas functional. -/
theorem coupledEnergy_isLeast {A : Matrix ι ι ℝ} (hA : A.PosDef) (v : ι → ℝ) :
    IsLeast (Set.range (hylleraas A v)) (coupledEnergy A v) := by
  have hu : IsUnit A.det := hA.det_pos.ne'.isUnit
  have hx : A *ᵥ (A⁻¹ *ᵥ v) = v := by
    rw [mulVec_mulVec, mul_nonsing_inv _ hu, one_mulVec]
  have hE : coupledEnergy A v = -((A⁻¹ *ᵥ v) ⬝ᵥ v) := by
    rw [dotProduct_comm]
    simp [coupledEnergy, dotProduct, mulVec, Finset.mul_sum, mul_assoc]
  constructor
  · refine ⟨-(A⁻¹ *ᵥ v), ?_⟩
    rw [hylleraas_eq hA hx, hE, neg_add_cancel, zero_dotProduct, add_zero]
  · rintro _ ⟨t, rfl⟩
    rw [hylleraas_eq hA hx, hE]
    linarith [(quadForm_nonneg hA (t + A⁻¹ *ᵥ v)).1]
```

## (d) The energy without couplings

**Task.** For positive definite $A$, show that
$$E_s(v)=-\sum_i\frac{v_i^2}{A_{ii}} .$$

**Solution.** With $e_i$ the $i$-th unit vector, $A_{ii}=e_i\cdot Ae_i>0$. The diagonal part of $A$ therefore has the inverse with entries $1/A_{ii}$ on the diagonal. Only the terms with $i=j$ remain in the double sum. In particular, $E_s$ does not depend on the signs of the sources.

`hinv` verifies the inverse by multiplication, and the simplification removes the terms with $i\neq j$.

```lean
/-- For positive definite `A` the semicanonical energy is `-∑ v_i² / A_ii`. -/
theorem semicanonicalEnergy_eq {A : Matrix ι ι ℝ} (hA : A.PosDef) (v : ι → ℝ) :
    semicanonicalEnergy A v = -∑ i, v i ^ 2 / A i i := by
  have hinv : (diagonal fun i => A i i)⁻¹ = diagonal fun i => 1 / A i i := by
    apply inv_eq_right_inv
    rw [diagonal_mul_diagonal, ← diagonal_one]
    congr 1
    funext i
    exact mul_one_div_cancel (hA.diag_pos (i := i)).ne'
  unfold semicanonicalEnergy coupledEnergy
  rw [hinv]
  simp only [diagonal_apply, mul_ite, ite_mul, mul_zero, zero_mul, Finset.sum_ite_eq,
    Finset.mem_univ, if_true]
  congr 1
  exact Finset.sum_congr rfl fun i _ => by ring
```

## (e) One amplitude as a trial vector

**Task.** For positive definite $A$ and each $i$, show that
$$\frac1{A_{ii}}\le(A^{-1})_{ii},$$
with equality exactly when $A_{ji}=0$ for all $j\ne i$.

**Solution.** Take the source $e_i$, so that $x=A^{-1}e_i$ and $x\cdot e_i=(A^{-1})_{ii}$. The trial vector $t=-e_i/A_{ii}$ gives
$$H(t)=\frac1{A_{ii}}-\frac2{A_{ii}}=-\frac1{A_{ii}} .$$
By (a),
$$(A^{-1})_{ii}-\frac1{A_{ii}}=(t+x)\cdot A(t+x)\ge0 .$$

If equality holds, (b) gives $t+x=0$. Applying $A$ yields $At+e_i=0$, whose component $j\neq i$ is $-A_{ji}/A_{ii}=0$. Conversely, if column $i$ has no off-diagonal entry, then $A(e_i/A_{ii})=e_i$. Hence $A^{-1}e_i=e_i/A_{ii}$, and its $i$-th component is the equality.

`Pi.single i 1` is $e_i$, `ht` evaluates the trial energy, and `hsq` is part (a) for this vector. The two outer bullets treat the two directions of the equality condition.

```lean
/-- For positive definite `A`, `1 / A_ii` is at most `(A⁻¹)_ii`, with equality exactly when
amplitude `i` is coupled to no other amplitude. -/
theorem inv_diag_bound {A : Matrix ι ι ℝ} (hA : A.PosDef) (i : ι) :
    1 / A i i ≤ A⁻¹ i i ∧ (1 / A i i = A⁻¹ i i ↔ ∀ j, j ≠ i → A j i = 0) := by
  have hd : 0 < A i i := hA.diag_pos
  have hu : IsUnit A.det := hA.det_pos.ne'.isUnit
  have hx : A *ᵥ (A⁻¹ *ᵥ Pi.single i 1) = Pi.single i 1 := by
    rw [mulVec_mulVec, mul_nonsing_inv _ hu, one_mulVec]
  have hxi : (A⁻¹ *ᵥ Pi.single i 1) ⬝ᵥ Pi.single i 1 = A⁻¹ i i := by
    simp [mulVec, dotProduct, Pi.single_apply]
  -- the trial vector has the single amplitude -1 / A_ii
  have ht : hylleraas A (Pi.single i 1) (Pi.single i (-(1 / A i i))) = -(1 / A i i) := by
    have h : ∀ c : ℝ, hylleraas A (Pi.single i 1) (Pi.single i c)
        = c * (A i i * c) + 2 * c := by
      intro c
      simp [hylleraas, mulVec, dotProduct, Pi.single_apply]
    have ha : A i i * (1 / A i i) = 1 := mul_one_div_cancel hd.ne'
    rw [h]
    linear_combination (1 / A i i) * ha
  have hsq := hylleraas_eq hA hx (Pi.single i (-(1 / A i i)))
  rw [ht, hxi] at hsq
  have hq := quadForm_nonneg hA (Pi.single i (-(1 / A i i)) + A⁻¹ *ᵥ Pi.single i 1)
  refine ⟨by linarith [hq.1], fun h j hj => ?_, fun h => ?_⟩
  · have hy := hq.2 (by linarith)
    have hAy : A *ᵥ Pi.single i (-(1 / A i i)) + Pi.single i 1 = 0 := by
      rw [← hx, ← mulVec_add, hy, mulVec_zero]
    simpa [mulVec, dotProduct, Pi.single_apply, hj, hd.ne'] using congrFun hAy j
  · have hs : A *ᵥ Pi.single i (1 / A i i) = Pi.single i 1 := by
      ext j
      by_cases hj : j = i
      · rw [hj]
        simp [mulVec, dotProduct, Pi.single_apply, hd.ne']
      · simp [mulVec, dotProduct, Pi.single_apply, hj, h j hj]
    have hB : A⁻¹ *ᵥ Pi.single i 1 = Pi.single i (1 / A i i) := by
      rw [← hs, mulVec_mulVec, nonsing_inv_mul _ hu, one_mulVec]
    rw [← hxi, hB]
    simp
```

## (f) Distinct signs are uncorrelated

**Task.** Show that
$$\sum_s s_is_j=2^n\delta_{ij}.$$

**Solution.** If $i=j$, each of the $2^n$ terms is $1$. If $i\neq j$, flipping $s_i$ permutes the patterns and reverses every term. The sum equals its own negative, so it is zero.

The permutation `e` is this flip; `h2` records the reversal, and `Equiv.sum_comp` says that a permutation leaves the sum unchanged.

```lean
/-- Summed over all sign patterns, the product of the signs at two distinct indices gives zero, and
the square of the sign at one index gives the number of patterns. -/
theorem sum_sgn_mul_sgn (i j : ι) :
    ∑ s : ι → Bool, sgn (s i) * sgn (s j) = if i = j then 2 ^ Fintype.card ι else 0 := by
  by_cases hij : i = j
  · subst hij
    have h : ∀ b, sgn b * sgn b = 1 := by intro b; cases b <;> simp [sgn]
    simp [h]
  · -- flipping the sign i reverses every term
    let e : Equiv.Perm (ι → Bool) :=
      Function.Involutive.toPerm (fun s => Function.update s i (!s i)) (by intro s; simp)
    have h2 : ∀ s, sgn (e s i) * sgn (e s j) = -(sgn (s i) * sgn (s j)) := by
      intro s
      have hi : e s i = !s i := Function.update_self ..
      have hj : e s j = s j := Function.update_of_ne (Ne.symm hij) ..
      have hflip : ∀ b, sgn (!b) = -sgn b := by intro b; cases b <;> simp [sgn]
      rw [hi, hj, hflip, neg_mul]
    have h := Equiv.sum_comp e (fun s => sgn (s i) * sgn (s j))
    simp only [h2, Finset.sum_neg_distrib] at h
    rw [if_neg hij]
    linarith
```

## (g) Averaging the coupled energy

**Task.** Show that
$$\langle E_c\rangle=-\sum_i v_i^2(A^{-1})_{ii}.$$

**Solution.** Exchange the finite sums:
$$\langle E_c\rangle=-\frac1{2^n}\sum_{ij}v_i(A^{-1})_{ij}v_j\sum_s s_is_j .$$
Part (f) leaves only $i=j$, and the factor $2^n$ cancels. Positive definiteness is not needed here; it is enough that $A$ is invertible.

The exchange is `h`, obtained by two uses of `Finset.sum_comm`.

```lean
/-- The sign average of the coupled energy keeps only the diagonal of `A⁻¹`. -/
theorem signAverage_coupledEnergy (A : Matrix ι ι ℝ) (v : ι → ℝ) :
    signAverage (coupledEnergy A) v = -∑ i, v i ^ 2 * A⁻¹ i i := by
  have h : ∑ s : ι → Bool, ∑ i, ∑ j, sgn (s i) * v i * A⁻¹ i j * (sgn (s j) * v j)
      = ∑ i, ∑ j, v i * A⁻¹ i j * v j * ∑ s : ι → Bool, sgn (s i) * sgn (s j) := by
    rw [Finset.sum_comm]
    refine Finset.sum_congr rfl fun i _ => ?_
    rw [Finset.sum_comm]
    refine Finset.sum_congr rfl fun j _ => ?_
    rw [Finset.mul_sum]
    exact Finset.sum_congr rfl fun s _ => by ring
  unfold signAverage coupledEnergy
  rw [div_eq_iff (by positivity), Finset.sum_neg_distrib, h, neg_mul, Finset.sum_mul]
  simp only [sum_sgn_mul_sgn, mul_ite, mul_zero, Finset.sum_ite_eq, Finset.mem_univ, if_true]
  congr 1
  exact Finset.sum_congr rfl fun i _ => by ring
```

## (h) Comparing the two energies

**Task.** For positive definite $A$ and any $v$, show that
$$\langle E_c\rangle\le E_s(v),$$
with equality exactly when every $i$ with $v_i\ne0$ satisfies $A_{ji}=0$ for all $j\neq i$.

**Solution.** Multiply the bound in (e) by $v_i^2\ge0$, sum over $i$, and reverse the sign. Parts (d) and (g) identify the two sides.

Each term obeys $v_i^2/A_{ii}\le v_i^2(A^{-1})_{ii}$, so the sums agree only if all terms agree. A term with $v_i=0$ agrees trivially. For $v_i\ne0$, divide by $v_i^2$ and use the equality condition of (e).

`hle` is the termwise bound, and `Finset.sum_eq_sum_iff_of_le` reduces equality of the sums to equality of the terms.

```lean
/-- For positive definite `A` the sign-averaged coupled energy is at most the semicanonical
energy, with equality exactly when each amplitude with nonzero source is uncoupled. -/
theorem signAverage_le_semicanonical {A : Matrix ι ι ℝ} (hA : A.PosDef) (v : ι → ℝ) :
    signAverage (coupledEnergy A) v ≤ semicanonicalEnergy A v ∧
    (signAverage (coupledEnergy A) v = semicanonicalEnergy A v ↔
      ∀ i, v i ≠ 0 → ∀ j, j ≠ i → A j i = 0) := by
  have hle : ∀ i ∈ Finset.univ, v i ^ 2 / A i i ≤ v i ^ 2 * A⁻¹ i i := by
    intro i _
    rw [div_eq_mul_one_div]
    exact mul_le_mul_of_nonneg_left (inv_diag_bound hA i).1 (sq_nonneg _)
  rw [signAverage_coupledEnergy, semicanonicalEnergy_eq hA]
  refine ⟨neg_le_neg (Finset.sum_le_sum hle), ?_⟩
  rw [neg_inj, eq_comm, Finset.sum_eq_sum_iff_of_le hle]
  -- equality of the sums is equality term by term
  constructor
  · intro h i hv
    have hi := h i (Finset.mem_univ i)
    rw [div_eq_mul_one_div] at hi
    exact (inv_diag_bound hA i).2.1 (mul_left_cancel₀ (pow_ne_zero 2 hv) hi)
  · intro h i _
    by_cases hv : v i = 0
    · simp [hv]
    · rw [div_eq_mul_one_div, (inv_diag_bound hA i).2.2 (h i hv)]
```

## (i) All sources nonzero

**Task.** Let $A$ be positive definite and $v_i\neq0$ for all $i$. Show that
$$\langle E_c\rangle=E_s(v)\iff A\text{ is diagonal}.$$

**Solution.** The condition in (h) now applies to every column, so all off-diagonal entries vanish. Conversely, a diagonal matrix satisfies the condition. `A.IsDiag` says exactly that entries with different indices are zero.

```lean
/-- If `A` is positive definite and all sources are nonzero, the sign-averaged coupled energy
equals the semicanonical energy if and only if `A` is diagonal. -/
theorem signAverage_eq_iff_isDiag {A : Matrix ι ι ℝ} (hA : A.PosDef) {v : ι → ℝ}
    (hv : ∀ i, v i ≠ 0) :
    signAverage (coupledEnergy A) v = semicanonicalEnergy A v ↔ A.IsDiag := by
  rw [(signAverage_le_semicanonical hA v).2]
  exact ⟨fun h i j hij => h j (hv j) i hij, fun h i _ j hj => h hj⟩
```

## (j) Fixed signs can reverse the order

**Task.** Show that
$$A=\begin{pmatrix}2&1\\1&2\end{pmatrix},\qquad v=(1,1)$$
gives a positive definite $A$ with $E_s(v)<E_c(v)$.

**Solution.** With components numbered from zero as in Lean,
$$x\cdot Ax=x_0^2+x_1^2+(x_0+x_1)^2,$$
which is positive for $x\neq0$. The inverse has diagonal entries $2/3$ and off-diagonal entries $-1/3$. Hence $E_c(v)=-2/3$, while $E_s(v)=-1/2-1/2=-1$. For this sign pattern the semicanonical energy overbinds.

With opposite signs the coupled energy is $-2$, so the average is $-4/3$, below $-1$ as (h) requires. More generally, for two amplitudes with diagonal entries $a,d$ and coupling $b$, (g) gives
$$\langle E_c\rangle=\frac{ad}{ad-b^2}\,E_s(v).$$
For weak coupling the averaged difference is thus of second order in $b$.

In the code, `hq` is the sum of squares and `hinv` the explicit inverse; `norm_num` compares the energies.

```lean
/-- The matrix with rows `(2, 1)` and `(1, 2)` is positive definite, and for both sources equal to
`1` its semicanonical energy lies strictly below its coupled energy. -/
theorem fixed_sign_overbinding :
    (!![2, 1; 1, 2] : Matrix (Fin 2) (Fin 2) ℝ).PosDef ∧
    semicanonicalEnergy !![2, 1; 1, 2] ![1, 1] < coupledEnergy !![2, 1; 1, 2] ![1, 1] := by
  have hA : (!![2, 1; 1, 2] : Matrix (Fin 2) (Fin 2) ℝ).PosDef := by
    rw [posDef_iff_dotProduct_mulVec]
    refine ⟨by ext i j; fin_cases i <;> fin_cases j <;> simp, fun x hx => ?_⟩
    have hq : star x ⬝ᵥ !![2, 1; 1, 2] *ᵥ x = x 0 ^ 2 + x 1 ^ 2 + (x 0 + x 1) ^ 2 := by
      simp [mulVec, dotProduct, Fin.sum_univ_succ]
      ring
    rw [hq]
    by_cases h0 : x 0 = 0
    · have h1 : x 1 ≠ 0 := fun h1 => hx (by ext i; fin_cases i <;> simp [h0, h1])
      positivity
    · positivity
  have hinv : (!![2, 1; 1, 2] : Matrix (Fin 2) (Fin 2) ℝ)⁻¹
      = !![2 / 3, -1 / 3; -1 / 3, 2 / 3] := by
    apply inv_eq_right_inv
    ext i j
    fin_cases i <;> fin_cases j <;> norm_num [Matrix.mul_apply, Fin.sum_univ_succ]
  refine ⟨hA, ?_⟩
  rw [semicanonicalEnergy_eq hA, coupledEnergy, hinv]
  norm_num [Fin.sum_univ_succ]

end

end LocalFockCoupling
```

```lean
#print axioms LocalFockCoupling.coupledEnergy_isLeast
#print axioms LocalFockCoupling.signAverage_le_semicanonical
#print axioms LocalFockCoupling.signAverage_eq_iff_isDiag
#print axioms LocalFockCoupling.fixed_sign_overbinding
```

```
'LocalFockCoupling.coupledEnergy_isLeast' depends on axioms: [propext, Classical.choice, Quot.sound]
'LocalFockCoupling.signAverage_le_semicanonical' depends on axioms: [propext, Classical.choice, Quot.sound]
'LocalFockCoupling.signAverage_eq_iff_isDiag' depends on axioms: [propext, Classical.choice, Quot.sound]
'LocalFockCoupling.fixed_sign_overbinding' depends on axioms: [propext, Classical.choice, Quot.sound]
```
